# The slab-truncated Coulomb kernel is exact across a layer if and only if the cell is at least twice as long as the layer is thick

Put one charge at height $0$ and another at height $3$, on the two faces of a layer of thickness $3$, and repeat everything along the layer normal with cell length $4$. The first charge then has a periodic image at height $4$, only $1$ away from the second charge. At in-plane wave number $q>0$ the Coulomb interaction decays with vertical distance $s$ as $e^{-qs}$, so an interaction that acts through the nearest image gives $e^{-q}$ where the isolated layer has $e^{-3q}$. With cell length $6$ the image is at distance $3$, no closer than the charge itself, and the error is gone.

```lean
import Mathlib

open Set

namespace SlabTruncation

noncomputable section
```

## The kernel as a nearest-image interaction

The in-plane Fourier component of $1/r$ is $(2\pi/q)\,e^{-q|z|}$, where $z$ is the height difference of the two charges. Slab truncation cuts this off at $|z|=L/2$, and the supercell of length $L>0$ repeats the result periodically. To describe the repeated function, take the distance from $z$ to the nearest of the images $Ln$ of the origin, with $n$ an integer:

$$\delta_L(z)=\bigl|\,z-L\,\mathrm{round}(z/L)\,\bigr|.$$

In Lean this is `imageDist L z`. When $z$ lies midway between two images, both are equally far away, so the rounding convention has no effect on the distance.

```lean
/-- Distance from height `z` to the nearest periodic image of the origin, for a cell of
length `L > 0`. -/
def imageDist (L z : ℝ) : ℝ := |z - L * ((round (z / L) : ℤ) : ℝ)|
```

The truncated kernel, without the prefactor $2\pi/q$, is $K(z)=e^{-q\,\delta_L(z)}$.

```lean
/-- The slab-truncated Coulomb kernel at in-plane wave number `q`, without its prefactor,
in a cell of length `L > 0`: exponential decay with the distance to the nearest image. -/
def slabKernel (q L z : ℝ) : ℝ := Real.exp (-q * imageDist L z)
```

This models the bare interaction at a single in-plane wave number, with heights as real numbers and no plane-wave cutoff. Screening, the separate treatment of $q=0$, and density tails beyond the faces of the layer are left out.

## How far away the nearest image can be

Measured in units of the cell length, the images sit at the integers. Taking out the factor $L>0$ gives

$$|z-Ln|=L\,\bigl|z/L-n\bigr|.$$

```lean
/-- Distances to the periodic images, measured in units of the cell length `L > 0`. -/
theorem abs_sub_image {L : ℝ} (hL : 0 < L) (z : ℝ) (n : ℤ) :
    |z - L * (n : ℝ)| = L * |z / L - (n : ℝ)| := by
  have h1 : L * (z / L) = z := by field_simp
  have h : z - L * (n : ℝ) = L * (z / L - (n : ℝ)) := by
    rw [mul_sub, h1]
  rw [h, abs_mul, abs_of_pos hL]
```

A real number $x$ is at most $1/2$ from its rounded value, and no integer is closer to $x$ than that value. With $x=z/L$, the first fact gives $\delta_L(z)\le L/2$. The second, compared with the integer $0$, gives $\delta_L(z)\le|z|$. The Mathlib lemmas `abs_sub_round` and `round_le` supply the two facts, and the scaling identity carries them back to lengths.

```lean
/-- In a cell of length `L > 0`, no point is further than `L/2` from the nearest image, and
the nearest image is no further away than the origin itself. -/
theorem imageDist_le {L : ℝ} (hL : 0 < L) (z : ℝ) :
    imageDist L z ≤ L / 2 ∧ imageDist L z ≤ |z| := by
  constructor
  · unfold imageDist
    rw [abs_sub_image hL]
    have h := abs_sub_round (z / L)
    nlinarith
  · have h := mul_le_mul_of_nonneg_left (round_le (z / L) 0) hL.le
    rw [← abs_sub_image hL, ← abs_sub_image hL] at h
    simpa [imageDist] using h
```

The origin itself is a nearest image exactly when $|z|\le L/2$. If $\delta_L(z)=|z|$, the bound just found gives $|z|\le L/2$. Conversely, let $|z|\le L/2$ and take any image with $n\ne0$. Then

$$|z-Ln|\ \ge\ L|n|-|z|\ \ge\ L-|z|\ \ge\ L/2\ \ge\ |z|,$$

so no image is closer than the origin. The proof uses `generalize` to replace the rounded value by an arbitrary integer `n`, and then treats `n = 0` and `n ≠ 0` separately.

```lean
/-- For `L > 0`, the nearest image is as far from `z` as the origin is exactly when `|z| ≤ L/2`. -/
theorem imageDist_eq_abs_iff {L : ℝ} (hL : 0 < L) (z : ℝ) :
    imageDist L z = |z| ↔ |z| ≤ L / 2 := by
  constructor
  · intro h
    rw [← h]
    exact (imageDist_le hL z).1
  · intro h
    refine le_antisymm (imageDist_le hL z).2 ?_
    unfold imageDist
    generalize round (z / L) = n
    by_cases hn : n = 0
    · simp [hn]
    · -- every other image lies at least `L` from the origin
      have h1 : (1 : ℝ) ≤ |(n : ℝ)| := by exact_mod_cast Int.one_le_abs hn
      have h2 : |L * (n : ℝ)| = L * |(n : ℝ)| := by rw [abs_mul, abs_of_pos hL]
      have h3 := abs_sub_abs_le_abs_sub (L * (n : ℝ)) z
      rw [abs_sub_comm, h2] at h3
      nlinarith
```

## The periodic function fixed by the central cell

Moving $z$ by one cell raises the rounded value by one, and the two shifts cancel:

$$z+L-L\,\bigl(\mathrm{round}(z/L)+1\bigr)=z-L\,\mathrm{round}(z/L).$$

Hence $\delta_L(z+L)=\delta_L(z)$, which is what `Function.Periodic (imageDist L) L` says.

```lean
/-- The distance to the nearest image is periodic with the cell length `L > 0`. -/
theorem imageDist_periodic {L : ℝ} (hL : 0 < L) : Function.Periodic (imageDist L) L := by
  intro z
  have h : (z + L) / L = z / L + 1 := by rw [add_div, div_self hL.ne']
  unfold imageDist
  rw [h, round_add_one]
  push_cast
  congr 1
  ring
```

It follows that $K$ is the truncated and repeated interaction described above. It is $L$-periodic and equals $e^{-q|z|}$ for $|z|\le L/2$. Any other function $K'$ with these two properties must agree with it, because $z$ can be shifted into the central cell:

$$K'(z)=K'\bigl(z-L\,\mathrm{round}(z/L)\bigr)=e^{-q\,\delta_L(z)}.$$

The theorem states this as an equivalence: a function `K` has both properties if and only if `K = slabKernel q L`. Here `q` may be any real number.

```lean
/-- For `L > 0`, the slab kernel is the one and only `L`-periodic function that equals
`exp (-q |z|)` for `|z| ≤ L/2`. -/
theorem periodic_and_cell_iff {L : ℝ} (hL : 0 < L) (q : ℝ) (K : ℝ → ℝ) :
    (Function.Periodic K L ∧ ∀ z, |z| ≤ L / 2 → K z = Real.exp (-q * |z|)) ↔
      K = slabKernel q L := by
  constructor
  · rintro ⟨hper, hcell⟩
    funext z
    -- shift `z` into the central cell
    have h1 : K (z - L * ((round (z / L) : ℤ) : ℝ)) = K z := by
      rw [mul_comm]
      exact hper.sub_int_mul_eq _
    rw [← h1]
    exact hcell _ (imageDist_le hL z).1
  · rintro rfl
    refine ⟨fun z => ?_, fun z hz => ?_⟩
    · unfold slabKernel
      rw [imageDist_periodic hL z]
    · unfold slabKernel
      rw [(imageDist_eq_abs_iff hL z).2 hz]
```

## Comparison with the isolated layer

For $q>0$ the function $s\mapsto e^{-qs}$ is strictly decreasing. From $\delta_L(z)\le|z|$ it follows that

$$K(z)\ \ge\ e^{-q|z|}.$$

The exponential is injective and $q\neq0$, so equality means $\delta_L(z)=|z|$, that is, $|z|\le L/2$. At $q=0$ both kernels equal $1$ everywhere, and this criterion for equality would fail. In the proof, `Real.exp_injective` removes the exponentials and `mul_left_cancel₀` removes the factor $-q$.

```lean
/-- For `q, L > 0`, the slab kernel is nowhere below the isolated-layer kernel
`exp (-q |z|)`, and the two agree at `z` exactly when `|z| ≤ L/2`. -/
theorem exp_le_slabKernel {q L : ℝ} (hq : 0 < q) (hL : 0 < L) (z : ℝ) :
    Real.exp (-q * |z|) ≤ slabKernel q L z ∧
      (slabKernel q L z = Real.exp (-q * |z|) ↔ |z| ≤ L / 2) := by
  constructor
  · apply Real.exp_le_exp.mpr
    have h := (imageDist_le hL z).2
    nlinarith
  · rw [← imageDist_eq_abs_iff hL z]
    constructor
    · intro h
      exact mul_left_cancel₀ (neg_ne_zero.mpr hq.ne') (Real.exp_injective h)
    · intro h
      unfold slabKernel
      rw [h]
```

Now let both charges lie in a layer $[0,d]$, written `Icc 0 d`. The theorem below makes two statements for $q,L>0$. First, $K(z-z')\ge e^{-q|z-z'|}$ for all heights $z,z'$ in the layer. Second, equality holds for all such pairs if and only if $d\le L/2$. The thickness `d` is not restricted; for negative `d` the layer is empty and both statements are trivial.

The inequality is the pointwise one at height difference $z-z'$. If $d\le L/2$, every pair has $|z-z'|\le d\le L/2$, so every pair is exact. If equality holds for all pairs, it holds in particular for the two faces, $z=d$ and $z'=0$, and the pointwise criterion gives $d\le L/2$. Lean runs this second direction by contradiction: assuming $d>L/2$ also provides $0\le d$, which is needed to place both faces in the layer.

```lean
/-- For `q, L > 0` and charges in the layer `[0, d]`, slab truncation never weakens the
kernel, and it is exact for all pairs of heights if and only if `d ≤ L/2`: the cell must be
at least twice as long as the layer is thick. -/
theorem slab_truncation_exact_iff {q L : ℝ} (hq : 0 < q) (hL : 0 < L) (d : ℝ) :
    (∀ z ∈ Icc 0 d, ∀ z' ∈ Icc 0 d,
      Real.exp (-q * |z - z'|) ≤ slabKernel q L (z - z')) ∧
    ((∀ z ∈ Icc 0 d, ∀ z' ∈ Icc 0 d,
      slabKernel q L (z - z') = Real.exp (-q * |z - z'|)) ↔ d ≤ L / 2) := by
  refine ⟨fun z _ z' _ => (exp_le_slabKernel hq hL _).1, fun h => ?_, fun h => ?_⟩
  · by_contra hd
    have hd0 : 0 ≤ d := by linarith
    -- the two faces of the layer are the critical pair
    have h1 := (exp_le_slabKernel hq hL _).2.1 (h d ⟨hd0, le_rfl⟩ 0 ⟨le_rfl, hd0⟩)
    rw [sub_zero, abs_of_nonneg hd0] at h1
    exact hd h1
  · intro z hz z' hz'
    refine (exp_le_slabKernel hq hL _).2.2 (abs_le.mpr ⟨?_, ?_⟩)
    · linarith [hz.1, hz'.2]
    · linarith [hz.2, hz'.1]
```

For supercell calculations of excitons in two-dimensional materials, this gives a sufficient cell length for the truncated bare interaction at fixed $q>0$, provided that the charge density is confined to a layer of thickness $d$: $L\ge 2d$. A shorter cell makes the kernel wrong for some pairs of heights in the layer, although a particular density may give those pairs no weight.

## The error of a cell that is too short

When $L/2\le|z|\le L$, the nearest image is the next one on the same side as $z$, at distance $L-|z|$. For $z\ge0$, periodicity gives $\delta_L(z)=\delta_L(z-L)$. Since $|z-L|=L-z\le L/2$, the shifted point lies in the central cell, and its image distance is $L-z$. For $z\le0$ the same argument works with $z+L$. The proof splits on the sign of $z$ in this way.

```lean
/-- For `L > 0` and `L/2 ≤ |z| ≤ L`, the nearest image is at distance `L - |z|`. -/
theorem imageDist_of_half_le {L z : ℝ} (hL : 0 < L) (h1 : L / 2 ≤ |z|) (h2 : |z| ≤ L) :
    imageDist L z = L - |z| := by
  rcases le_total 0 z with hz | hz
  · rw [abs_of_nonneg hz] at h1 h2 ⊢
    have hp := imageDist_periodic hL (z - L)
    rw [sub_add_cancel] at hp
    have ha : |z - L| = L - z := by rw [abs_of_nonpos (by linarith)]; ring
    rw [hp, (imageDist_eq_abs_iff hL _).2 (by rw [ha]; linarith), ha]
  · rw [abs_of_nonpos hz] at h1 h2 ⊢
    have ha : |z + L| = L - -z := by rw [abs_of_nonneg (by linarith)]; ring
    rw [← imageDist_periodic hL z,
      (imageDist_eq_abs_iff hL _).2 (by rw [ha]; linarith), ha]
```

Suppose that the layer fits into the cell but is at least half as thick as the cell is long, $L/2\le d\le L$. Write $s=|z-z'|\le d$ for the height separation of a pair. If $s\le L/2$, the kernel is exact and the excess is zero. If $s\ge L/2$, the excess is

$$K(z-z')-e^{-qs}=e^{-q(L-s)}-e^{-qs}.$$

As $s$ grows, the first term rises and the second falls, so the excess is largest at $s=d$. This gives the bound

$$K(z-z')-e^{-q|z-z'|}\ \le\ e^{-q(L-d)}-e^{-qd},$$

whose right-hand side is not negative, because $L-d\le d$. The bound therefore also holds for the close pairs. The second part of the theorem evaluates the excess between the faces, where the height difference appears as `d - 0`, and finds exactly this value. The proof follows the same division at $s=L/2$, and `sub_le_sub` combines the two monotone terms.

```lean
/-- For `q, L > 0` and a layer `[0, d]` with `L/2 ≤ d ≤ L`, the excess of the slab kernel over
the isolated-layer kernel is at most `exp (-q (L - d)) - exp (-q d)`, and this value is
attained between the two faces. -/
theorem slab_truncation_error {q L d : ℝ} (hq : 0 < q) (hL : 0 < L)
    (h1 : L / 2 ≤ d) (h2 : d ≤ L) :
    (∀ z ∈ Icc 0 d, ∀ z' ∈ Icc 0 d,
      slabKernel q L (z - z') - Real.exp (-q * |z - z'|) ≤
        Real.exp (-q * (L - d)) - Real.exp (-q * d)) ∧
    slabKernel q L (d - 0) - Real.exp (-q * |d - 0|) =
      Real.exp (-q * (L - d)) - Real.exp (-q * d) := by
  constructor
  · intro z hz z' hz'
    have ht : |z - z'| ≤ d :=
      abs_le.mpr ⟨by linarith [hz.1, hz'.2], by linarith [hz.2, hz'.1]⟩
    rcases le_total |z - z'| (L / 2) with h | h
    · -- close pairs carry no error
      rw [(exp_le_slabKernel hq hL _).2.2 h, sub_self]
      exact sub_nonneg.mpr (Real.exp_le_exp.mpr (by nlinarith))
    · -- distant pairs feel the image, most strongly at the largest separation
      unfold slabKernel
      rw [imageDist_of_half_le hL h (ht.trans h2)]
      exact sub_le_sub (Real.exp_le_exp.mpr (by nlinarith))
        (Real.exp_le_exp.mpr (by nlinarith))
  · have hd : |d| = d := abs_of_nonneg (by linarith)
    unfold slabKernel
    rw [sub_zero, imageDist_of_half_le hL (by rw [hd]; exact h1) (by rw [hd]; exact h2), hd]

end

end SlabTruncation
```

At $d=L/2$ the largest excess is zero. At $d=L$ it is $1-e^{-qL}$: each face coincides with an image of the other, and the two interact as if in contact. For long in-plane wavelengths the prefactor matters. The excess itself vanishes as $q\to0$, but a first-order expansion of the exponentials shows that, multiplied by $2\pi/q$, it tends to $2\pi(2d-L)$, so a cell that is too short leaves a finite error in this limit.

```lean
#print axioms SlabTruncation.periodic_and_cell_iff
#print axioms SlabTruncation.slab_truncation_exact_iff
#print axioms SlabTruncation.slab_truncation_error
```

```
'SlabTruncation.periodic_and_cell_iff' depends on axioms: [propext, Classical.choice, Quot.sound]
'SlabTruncation.slab_truncation_exact_iff' depends on axioms: [propext, Classical.choice, Quot.sound]
'SlabTruncation.slab_truncation_error' depends on axioms: [propext, Classical.choice, Quot.sound]
```
